# Curvature and Chern numbers of the spin-1 band crossing

To label a threefold band crossing whose three bands separate in every direction away from the point, one surrounds it with a small sphere in $\mathbf k$-space, forms the projector $P$ of each band, and integrates the Berry curvature over the sphere. For the single-particle, isotropic, linear model $H(\mathbf k)=c\,\mathbf k\cdot\mathbf S$, with $\mathbf S$ the spin-1 matrices and $c>0$, the projectors depend only on $\mathbf n=\mathbf k/|\mathbf k|$, and the integrals divided by $2\pi$ are $-2,0,2$ for the bands of energy $c|\mathbf k|$, $0$, $-c|\mathbf k|$, in the sign convention fixed below. The model is assumed: no space group appears, and the linear term that a nonsymmorphic group allows at a threefold point can be less symmetric than $\mathbf k\cdot\mathbf S$.

## Definitions

`Mat` is the type of complex $3\times3$ matrices. Rows and columns $0,1,2$ belong to $S_z=1,0,-1$, with $\hbar=1$.

```lean
import Mathlib

open Matrix
open Complex (I)
open scoped Real

namespace SpinOneCurvature

noncomputable section

local notation "Mat" => Matrix (Fin 3) (Fin 3) ℂ

/-- The number `1/√2`. -/
def invSqrtTwo : ℂ := ((Real.sqrt 2)⁻¹ : ℝ)

/-- The spin-1 matrix `S_x` in the `S_z` basis. -/
def Sx : Mat := invSqrtTwo • !![0, 1, 0; 1, 0, 1; 0, 1, 0]

/-- The spin-1 matrix `S_y` in the `S_z` basis. -/
def Sy : Mat := invSqrtTwo • !![0, -I, 0; I, 0, -I; 0, I, 0]

/-- The spin-1 matrix `S_z`. -/
def Sz : Mat := !![1, 0, 0; 0, 0, 0; 0, 0, -1]
```

A real vector $\mathbf v$ has components $v_0,v_1,v_2$ along $x,y,z$. `spinDot v` is $\mathbf v\cdot\mathbf S$ and `opComm A B` is $[A,B]=AB-BA$.

```lean
/-- The spin component `v·S` along a real vector `v`. -/
def spinDot (v : Fin 3 → ℝ) : Mat := (v 0 : ℂ) • Sx + (v 1 : ℂ) • Sy + (v 2 : ℂ) • Sz

/-- The commutator `[A, B]`. -/
def opComm {R : Type*} [Ring R] (A B : R) : R := A * B - B * A
```

`Level` labels $m=1,0,-1$, and `proj M` gives $P_{\pm1}=(M^2\pm M)/2$ and $P_0=1-M^2$.

```lean
/-- Labels of the three levels. -/
inductive Level | plus | zero | minus

/-- The quantum number `m = 1, 0, -1` of a level. -/
def Level.m : Level → ℝ | .plus => 1 | .zero => 0 | .minus => -1

/-- The operators `(M² + M)/2`, `1 - M²`, `(M² - M)/2` for `m = 1, 0, -1`. -/
def proj {A : Type*} [Ring A] [Algebra ℂ A] (M : A) : Level → A
  | .plus => (1 / 2 : ℂ) • (M * M + M)
  | .zero => 1 - M * M
  | .minus => (1 / 2 : ℂ) • (M * M - M)
```

With polar angle $\theta$ and azimuth $\varphi$, `dir` is $\mathbf n=(\sin\theta\cos\varphi,\sin\theta\sin\varphi,\cos\theta)$, `ePhi` is $\mathbf e_\varphi=(-\sin\varphi,\cos\varphi,0)$ and `eZ` is $\mathbf e_z=(0,0,1)$.

```lean
/-- The direction `n(θ, φ)` in polar angles. -/
def dir (θ φ : ℝ) : Fin 3 → ℝ := ![Real.sin θ * Real.cos φ, Real.sin θ * Real.sin φ, Real.cos θ]

/-- The azimuthal unit vector `e_φ`. -/
def ePhi (φ : ℝ) : Fin 3 → ℝ := ![-Real.sin φ, Real.cos φ, 0]

/-- The unit vector `e_z`. -/
def eZ : Fin 3 → ℝ := ![0, 0, 1]
```

Matrix functions are differentiated entry by entry. `matDeriv` uses `deriv`, which returns $0$ where no derivative exists, so existence is proved through `HasMatDeriv` in (g).

```lean
/-- `D` is the entrywise derivative of the matrix function `f` at `t`. -/
def HasMatDeriv (f : ℝ → Mat) (D : Mat) (t : ℝ) : Prop :=
  ∀ i j, HasDerivAt (fun s => f s i j) (D i j) t

/-- The entrywise derivative of a matrix function. -/
def matDeriv (f : ℝ → Mat) (t : ℝ) : Mat := Matrix.of fun i j => deriv (fun s => f s i j) t
```

For a family $P(\theta,\varphi)$, `curvature` is $F=i\operatorname{tr}(P[\partial_\theta P,\partial_\varphi P])$ and `chernNumber` is $C=\frac1{2\pi}\int_0^\pi d\theta\int_0^{2\pi}d\varphi\,F$. The factor $+i$ and the order $(\theta,\varphi)$ fix the sign; reversing either flips it. $F$ is the coefficient of $d\theta\,d\varphi$, so no further $\sin\theta$ enters. `bandProj` is $P_m$ built from $\mathbf n(\theta,\varphi)\cdot\mathbf S$.

```lean
/-- The curvature `i tr(P [∂P/∂θ, ∂P/∂φ])` of a family `P(θ, φ)`. -/
def curvature (P : ℝ → ℝ → Mat) (θ φ : ℝ) : ℂ :=
  I * trace (P θ φ * opComm (matDeriv (fun s => P s φ) θ) (matDeriv (fun s => P θ s) φ))

/-- The integral of the curvature over the sphere, divided by `2π`. -/
def chernNumber (P : ℝ → ℝ → Mat) : ℂ :=
  (∫ θ in (0 : ℝ)..π, ∫ φ in (0 : ℝ)..2 * π, curvature P θ φ) / (2 * π)

/-- The family `P_m(θ, φ)` built from `M = n(θ, φ)·S`. -/
def bandProj (l : Level) (θ φ : ℝ) : Mat := proj (spinDot (dir θ φ)) l
```

## (a) The matrix of $\mathbf v\cdot\mathbf S$

*Task.* Write $\mathbf v\cdot\mathbf S$ explicitly.

*Solution.* With $w=(v_0-iv_1)/\sqrt2$, adding the three matrices gives
$$\mathbf v\cdot\mathbf S=\begin{pmatrix}v_2&w&0\\ \bar w&0&w\\0&\bar w&-v_2\end{pmatrix}.$$
The proof compares the nine entries.

```lean
/-- The explicit matrix of `v·S`. -/
theorem spinDot_eq (v : Fin 3 → ℝ) : spinDot v =
    !![(v 2 : ℂ), invSqrtTwo * (v 0 - I * v 1), 0;
      invSqrtTwo * (v 0 + I * v 1), 0, invSqrtTwo * (v 0 - I * v 1);
      0, invSqrtTwo * (v 0 + I * v 1), -(v 2 : ℂ)] := by
  ext i j
  fin_cases i <;> fin_cases j <;> simp [spinDot, Sx, Sy, Sz] <;> ring
```

## (b) Commutator and traces

*Task.* For real vectors $\mathbf a,\mathbf b$ put $A=\mathbf a\cdot\mathbf S$, $B=\mathbf b\cdot\mathbf S$. Show $[A,B]=i(\mathbf a\times\mathbf b)\cdot\mathbf S$, $\operatorname{tr}A=0$, $\operatorname{tr}AB=2\,\mathbf a\cdot\mathbf b$ and $\operatorname{tr}A^2B=0$.

*Solution.* Let $\alpha,\beta$ be the values of $w$ for $\mathbf a,\mathbf b$, and $\mathbf g=\mathbf a\times\mathbf b$. Then
$$AB=\begin{pmatrix}a_2b_2+\alpha\bar\beta&a_2\beta&\alpha\beta\\ \bar\alpha b_2&\bar\alpha\beta+\alpha\bar\beta&-\alpha b_2\\ \bar\alpha\bar\beta&-a_2\bar\beta&a_2b_2+\bar\alpha\beta\end{pmatrix},\qquad 2\alpha\bar\beta=a_0b_0+a_1b_1+ig_2.$$
The trace is $2a_2b_2+2(\alpha\bar\beta+\bar\alpha\beta)=2\,\mathbf a\cdot\mathbf b$. Subtracting $BA$ leaves the diagonal $(ig_2,0,-ig_2)$, vanishing corners, and $a_2\beta-b_2\alpha=i(g_0-ig_1)/\sqrt2$ in entries $01$ and $12$; entries $10$ and $21$ follow because $[A,B]$ is anti-Hermitian. Setting $\mathbf b=\mathbf a$ gives $(A^2)_{00}=(A^2)_{22}$, $(A^2)_{12}=-(A^2)_{01}$ and $(A^2)_{21}=-(A^2)_{10}$, so the terms of $\operatorname{tr}A^2B$ cancel in pairs. The `linear_combination` steps insert $(1/\sqrt2)^2=1/2$ (`hr`) and $i^2=-1$ (`hI`) entry by entry.

```lean
/-- `[a·S, b·S] = i (a × b)·S`, `tr a·S = 0`, `tr(a·S b·S) = 2 a·b`, `tr((a·S)² b·S) = 0`. -/
theorem spin_algebra (a b : Fin 3 → ℝ) :
    opComm (spinDot a) (spinDot b) = I • spinDot (a ⨯₃ b) ∧ trace (spinDot a) = 0 ∧
    trace (spinDot a * spinDot b) = 2 * ((a ⬝ᵥ b : ℝ) : ℂ) ∧
    trace (spinDot a * spinDot a * spinDot b) = 0 := by
  have hr : invSqrtTwo ^ 2 = 1 / 2 := by
    unfold invSqrtTwo
    rw [← Complex.ofReal_pow, inv_pow, Real.sq_sqrt (by norm_num)]
    norm_num
  have hI := Complex.I_sq
  simp only [spinDot_eq, opComm]
  refine ⟨?_, ?_, ?_, ?_⟩
  · ext i j
    fin_cases i <;> fin_cases j <;> simp [cross_apply] <;>
      first
      | ring1
      | linear_combination (2 * I * (a 0 * b 1 - a 1 * b 0 : ℂ)) * hr
      | linear_combination (-2 * I * (a 0 * b 1 - a 1 * b 0 : ℂ)) * hr
      | linear_combination (invSqrtTwo * (a 2 * b 0 - a 0 * b 2 : ℂ)) * hI
      | linear_combination (-invSqrtTwo * (a 2 * b 0 - a 0 * b 2 : ℂ)) * hI
  · simp [trace_fin_three]
  · simp [trace_fin_three, Fin.sum_univ_three, dotProduct]
    linear_combination (4 * (a 0 * b 0 - I ^ 2 * a 1 * b 1 : ℂ)) * hr - (2 * a 1 * b 1 : ℂ) * hI
  · simp [trace_fin_three]
    ring
```

## (c) The cube

*Task.* Show $M^3=|\mathbf n|^2M$ for $M=\mathbf n\cdot\mathbf S$ and any real $\mathbf n$, of unit length or not.

*Solution.* By (a), $\det M=-n_2|w|^2+n_2|w|^2=0$, and $\operatorname{tr}M=0$. Cayley–Hamilton for a traceless $3\times3$ matrix reads $M^3=\frac12\operatorname{tr}(M^2)\,M+\det M\cdot1$, and $\operatorname{tr}M^2=2|\mathbf n|^2$ by (b). Lean obtains $M^3=\frac12\operatorname{tr}(M^2)M$, called `h`, by direct multiplication instead.

```lean
/-- `(n·S)³ = |n|² n·S` for every real vector `n`. -/
theorem spinDot_cube (n : Fin 3 → ℝ) :
    spinDot n * spinDot n * spinDot n = ((n ⬝ᵥ n : ℝ) : ℂ) • spinDot n := by
  have h : spinDot n * spinDot n * spinDot n
      = (trace (spinDot n * spinDot n) / 2) • spinDot n := by
    rw [spinDot_eq]
    ext i j
    fin_cases i <;> fin_cases j <;> simp [trace_fin_three, mul_apply, Fin.sum_univ_three] <;> ring
  rw [h, (spin_algebra n n).2.2.1]
  congr 1
  ring
```

## (d) Projector algebra

*Task.* Let $M^3=M$ in any complex algebra. Show $P_m^2=P_m$, $MP_m=mP_m$, $P_mP_{m'}=0$ for $m\ne m'$, and $P_1+P_0+P_{-1}=1$.

*Solution.* Since $M^4=M^2$,
$$P_{\pm1}^2=\tfrac14(M^4\pm2M^3+M^2)=P_{\pm1},\qquad P_0^2=1-2M^2+M^4=P_0.$$
Next $MP_{\pm1}=\frac12(M\pm M^2)=\pm P_{\pm1}$ and $MP_0=M-M^3=0$. The $P_m$ commute, $P_1P_{-1}=\frac14(M^4-M^2)=0$, and $P_0P_{\pm1}=P_{\pm1}-M^2P_{\pm1}=0$. The sum is $M^2+1-M^2$. Lean expands each case, rewrites with `h`, and lets `module` compare coefficients.

```lean
/-- If `M³ = M`, the `P_m` are idempotent, obey `M P_m = m P_m`, are mutually orthogonal and
sum to the identity. -/
theorem proj_algebra {A : Type*} [Ring A] [Algebra ℂ A] {M : A} (h : M * M * M = M) :
    (∀ l, proj M l * proj M l = proj M l) ∧ (∀ l, M * proj M l = (l.m : ℂ) • proj M l) ∧
    (∀ l l', l ≠ l' → proj M l * proj M l' = 0) ∧
    proj M .plus + proj M .zero + proj M .minus = 1 := by
  rw [mul_assoc] at h
  refine ⟨fun l => ?_, fun l => ?_, fun l l' hl => ?_, ?_⟩
  · cases l <;> simp only [proj, mul_add, add_mul, mul_sub, sub_mul, mul_smul_comm,
      smul_mul_assoc, mul_assoc, mul_one, one_mul, h] <;> module
  · cases l <;> simp only [proj, Level.m, mul_add, mul_sub, mul_smul_comm, mul_one, h,
      Complex.ofReal_one, Complex.ofReal_zero, Complex.ofReal_neg] <;> module
  · cases l <;> cases l' <;> first
      | exact absurd rfl hl
      | (simp only [proj, mul_add, add_mul, mul_sub, sub_mul, mul_smul_comm,
          smul_mul_assoc, mul_assoc, mul_one, one_mul, h] <;> module)
  · simp only [proj]
    module
```

## (e) Rank one

*Task.* For $\mathbf n\cdot\mathbf n=1$ (`hn`) and $M=\mathbf n\cdot\mathbf S$, show $M^3=M$, that each $P_m$ is Hermitian of rank one, and that $\operatorname{tr}(P_m\,\mathbf v\cdot\mathbf S)=m\,\mathbf n\cdot\mathbf v$ for every real $\mathbf v$.

*Solution.* The cube follows from (c), so (d) applies. $M$ is Hermitian by (a), hence so are real polynomials in it. By (b), $\operatorname{tr}P_{\pm1}=\frac12(2\pm0)=1$ and $\operatorname{tr}P_0=3-2=1$. An idempotent is the identity on its range and zero on a complement, so its trace is its rank; `rk` is the case of trace one. Finally $\operatorname{tr}(P_{\pm1}\mathbf v\cdot\mathbf S)=\frac12(0\pm2\,\mathbf n\cdot\mathbf v)$ and $\operatorname{tr}(P_0\mathbf v\cdot\mathbf S)=0-0$.

```lean
/-- For a unit vector `n`, `M = n·S` obeys `M³ = M`; each `P_m` is Hermitian of rank one, and
`tr(P_m v·S) = m n·v`. -/
theorem proj_spin {n : Fin 3 → ℝ} (hn : n ⬝ᵥ n = 1) :
    spinDot n * spinDot n * spinDot n = spinDot n ∧ ∀ l, (proj (spinDot n) l).IsHermitian ∧
      (proj (spinDot n) l).rank = 1 ∧
      ∀ v, trace (proj (spinDot n) l * spinDot v) = l.m * ((n ⬝ᵥ v : ℝ) : ℂ) := by
  have h3 : spinDot n * spinDot n * spinDot n = spinDot n := by rw [spinDot_cube, hn]; simp
  have hr : (starRingEnd ℂ) invSqrtTwo = invSqrtTwo := Complex.conj_ofReal _
  have hH : (spinDot n)ᴴ = spinDot n := by
    rw [spinDot_eq]
    ext i j
    fin_cases i <;> fin_cases j <;> simp [hr, sub_eq_add_neg]
  -- an idempotent matrix of trace one has rank one
  have rk : ∀ P : Mat, P * P = P → trace P = 1 → P.rank = 1 := by
    intro P hP ht
    have hp : LinearMap.IsProj (LinearMap.range P.mulVecLin) P.mulVecLin :=
      ⟨fun x => LinearMap.mem_range_self _ x, by
        rintro _ ⟨y, rfl⟩
        simp only [mulVecLin_apply, mulVec_mulVec, hP]⟩
    have h1 : LinearMap.trace ℂ _ P.mulVecLin = 1 := by
      rw [← toLin'_apply', trace_toLin'_eq, ht]
    have h2 : (P.rank : ℂ) = 1 := hp.trace.symm.trans h1
    exact_mod_cast h2
  have h0 := (spin_algebra n n).2.1
  have h2 : trace (spinDot n * spinDot n) = 2 := by rw [(spin_algebra n n).2.2.1, hn]; simp
  refine ⟨h3, fun l => ⟨?_, rk _ ((proj_algebra h3).1 l) ?_, fun v => ?_⟩⟩
  · cases l <;> simp [proj, IsHermitian, hH]
  · cases l <;> simp only [proj, trace_smul, trace_add, trace_sub, trace_one, h0, h2,
      smul_eq_mul, Fintype.card_fin] <;> norm_num
  · obtain ⟨-, -, ha, hb⟩ := spin_algebra n v
    have hv := (spin_algebra v v).2.1
    cases l <;> simp only [proj, Level.m, smul_mul_assoc, add_mul, sub_mul, one_mul, trace_smul,
      trace_add, trace_sub, ha, hb, hv, smul_eq_mul, Complex.ofReal_one, Complex.ofReal_zero,
      Complex.ofReal_neg] <;> ring
```

## (f) A double commutator

*Task.* For square complex matrices $P,X,Y$ of any finite size with $P^2=P$, show $\operatorname{tr}(P[[X,P],[Y,P]])=-\operatorname{tr}(P[X,Y])$.

*Solution.* Expanding with $P^2=P$,
$$P(XP-PX)(YP-PY)=PXPYP-PXPY-PXYP+PXPY=PXPYP-PXYP.$$
Subtracting the same with $X\leftrightarrow Y$ gives `e`. Cyclicity gives $\operatorname{tr}PWP=\operatorname{tr}PW$ for any matrix $W$ (`t`) and $\operatorname{tr}PXPY=\operatorname{tr}PYPX$ (`s`). What remains is $-\operatorname{tr}PXY+\operatorname{tr}PYX$.

```lean
/-- For an idempotent matrix `P`, `tr(P [[X,P],[Y,P]]) = -tr(P [X,Y])`. -/
theorem trace_double_comm {ι : Type*} [Fintype ι] [DecidableEq ι] {P : Matrix ι ι ℂ}
    (hP : P * P = P) (X Y : Matrix ι ι ℂ) :
    trace (P * opComm (opComm X P) (opComm Y P)) = -trace (P * opComm X Y) := by
  have hP' : ∀ Z : Matrix ι ι ℂ, P * (P * Z) = P * Z := fun Z => by rw [← mul_assoc, hP]
  have e : P * opComm (opComm X P) (opComm Y P) = P * (X * P * Y) * P - P * (X * Y) * P
      - P * (Y * P * X) * P + P * (Y * X) * P := by
    simp only [opComm, mul_sub, sub_mul, mul_assoc, hP', hP]
    abel
  have t : ∀ W : Matrix ι ι ℂ, trace (P * W * P) = trace (P * W) := fun W => by
    rw [trace_mul_comm (P * W) P, hP']
  have s : trace (P * (X * P * Y)) = trace (P * (Y * P * X)) := by
    simpa only [mul_assoc] using trace_mul_comm (P * X) (P * Y)
  rw [e]
  simp only [trace_add, trace_sub, t, opComm, mul_sub]
  rw [s]
  ring
```

## (g) Rotating the vector

*Task.* Let $\mathbf v(s)$ be a curve with $\mathbf v'=\mathbf x\times\mathbf v$ at $s=t$, for a fixed vector $\mathbf x$. With $X=\mathbf x\cdot\mathbf S$ and $P_m$ built from $M=\mathbf v\cdot\mathbf S$, show that $P_m'$ exists at $t$ and equals $-i[X,P_m]$. No normalisation of $\mathbf v$ is assumed.

*Solution.* By linearity $M'=(\mathbf x\times\mathbf v)\cdot\mathbf S$ (`hM`), which is $-i[X,M]$ by (b) (`hc`). The product rule (`hMM`) gives
$$(M^2)'=M'M+MM'=-i\big([X,M]M+M[X,M]\big)=-i[X,M^2].$$
Each $P_m$ is a combination of $1,M,M^2$, and $[X,1]=0$; `e` does this bookkeeping.

```lean
/-- If `dv/dt = x × v` at `t`, then `P_m` built from `v·S` has derivative `-i [x·S, P_m]`. -/
theorem proj_rotation {v : ℝ → Fin 3 → ℝ} {x : Fin 3 → ℝ} {t : ℝ}
    (hv : ∀ k, HasDerivAt (fun s => v s k) ((x ⨯₃ v t) k) t) (l : Level) :
    HasMatDeriv (fun s => proj (spinDot (v s)) l)
      ((-I) • opComm (spinDot x) (proj (spinDot (v t)) l)) t := by
  have hM : HasMatDeriv (fun s => spinDot (v s)) (spinDot (x ⨯₃ v t)) t := fun i j => by
    simp only [spinDot, Matrix.add_apply, Matrix.smul_apply, smul_eq_mul]
    exact (((hv 0).ofReal_comp.mul_const _).fun_add ((hv 1).ofReal_comp.mul_const _)).fun_add
      ((hv 2).ofReal_comp.mul_const _)
  have hMM : HasMatDeriv (fun s => spinDot (v s) * spinDot (v s))
      (spinDot (x ⨯₃ v t) * spinDot (v t) + spinDot (v t) * spinDot (x ⨯₃ v t)) t := fun i j => by
    simp only [Matrix.mul_apply, Matrix.add_apply, ← Finset.sum_add_distrib]
    exact HasDerivAt.fun_sum fun k _ => (hM i k).fun_mul (hM k j)
  have hc : spinDot (x ⨯₃ v t) = (-I) • opComm (spinDot x) (spinDot (v t)) := by
    rw [(spin_algebra _ _).1, smul_smul]; simp
  -- `-i [X, P_m]` written through `D = -i [X, M]` for each of the three levels
  have e : ∀ X M D : Mat, D = (-I) • opComm X M →
      (-I) • opComm X (proj M .plus) = (1 / 2 : ℂ) • (D * M + M * D + D) ∧
      (-I) • opComm X (proj M .zero) = -(D * M + M * D) ∧
      (-I) • opComm X (proj M .minus) = (1 / 2 : ℂ) • (D * M + M * D - D) := by
    rintro X M D rfl
    refine ⟨?_, ?_, ?_⟩ <;> simp only [proj, opComm, mul_add, add_mul, mul_sub, sub_mul,
      mul_smul_comm, smul_mul_assoc, mul_assoc, mul_one, one_mul] <;> module
  obtain ⟨e1, e2, e3⟩ := e _ _ _ hc
  intro i j
  cases l
  · rw [e1]; exact ((hMM i j).fun_add (hM i j)).const_mul (1 / 2 : ℂ)
  · rw [e2]; exact (hMM i j).const_sub ((1 : Mat) i j)
  · rw [e3]; exact ((hMM i j).fun_sub (hM i j)).const_mul (1 / 2 : ℂ)
```

## (h) Motion on the sphere

*Task.* Show $|\mathbf n|=1$, $\partial_\theta\mathbf n=\mathbf e_\varphi\times\mathbf n$ and $\partial_\varphi\mathbf n=\mathbf e_z\times\mathbf n$ for all real $\theta,\varphi$.

*Solution.* First $|\mathbf n|^2=\sin^2\theta(\cos^2\varphi+\sin^2\varphi)+\cos^2\theta=1$. The cross products are
$$\mathbf e_\varphi\times\mathbf n=(\cos\theta\cos\varphi,\cos\theta\sin\varphi,-\sin\theta),\qquad \mathbf e_z\times\mathbf n=(-\sin\theta\sin\varphi,\sin\theta\cos\varphi,0),$$
which are the two derivatives. Lean differentiates each of the six components and matches it with `congr_deriv`.

```lean
/-- `n(θ, φ)` is a unit vector with `∂n/∂θ = e_φ × n` and `∂n/∂φ = e_z × n`. -/
theorem dir_rotation (θ φ : ℝ) : dir θ φ ⬝ᵥ dir θ φ = 1 ∧
    (∀ k, HasDerivAt (fun s => dir s φ k) ((ePhi φ ⨯₃ dir θ φ) k) θ) ∧
    (∀ k, HasDerivAt (fun s => dir θ s k) ((eZ ⨯₃ dir θ φ) k) φ) := by
  have hφ := Real.sin_sq_add_cos_sq φ
  refine ⟨?_, fun k => ?_, fun k => ?_⟩
  · simp [dir, dotProduct, Fin.sum_univ_three]
    linear_combination Real.sin θ ^ 2 * hφ + Real.sin_sq_add_cos_sq θ
  · fin_cases k
    · exact ((Real.hasDerivAt_sin θ).mul_const (Real.cos φ)).congr_deriv
        (by simp [dir, ePhi, cross_apply] <;> ring)
    · exact ((Real.hasDerivAt_sin θ).mul_const (Real.sin φ)).congr_deriv
        (by simp [dir, ePhi, cross_apply] <;> ring)
    · exact (Real.hasDerivAt_cos θ).congr_deriv
        (by simp [dir, ePhi, cross_apply]; linear_combination Real.sin θ * hφ)
  · fin_cases k
    · exact ((Real.hasDerivAt_cos φ).const_mul (Real.sin θ)).congr_deriv
        (by simp [dir, eZ, cross_apply])
    · exact ((Real.hasDerivAt_sin φ).const_mul (Real.sin θ)).congr_deriv
        (by simp [dir, eZ, cross_apply])
    · exact (hasDerivAt_const φ (Real.cos θ)).congr_deriv (by simp [dir, eZ, cross_apply])
```

## (i) The curvature

*Task.* Show $F=-m\sin\theta$ for $P_m(\theta,\varphi)$, for each level and all real angles.

*Solution.* Put $P=P_m$, $X=\mathbf e_\varphi\cdot\mathbf S$, $Y=\mathbf e_z\cdot\mathbf S=S_z$. Parts (g) and (h) give $\partial_\theta P=-i[X,P]$ and $\partial_\varphi P=-i[Y,P]$ (`d1`, `d2`). Using $(-i)^2=-1$ (`c`), then (f), (b) and (e),
$$F=-i\operatorname{tr}(P[[X,P],[Y,P]])=i\operatorname{tr}(P[X,Y])=i^2\operatorname{tr}\big(P\,(\mathbf e_\varphi\times\mathbf e_z)\cdot\mathbf S\big)=-m\,\mathbf n\cdot(\mathbf e_\varphi\times\mathbf e_z).$$
Since $\mathbf e_\varphi\times\mathbf e_z=(\cos\varphi,\sin\varphi,0)$, the scalar product is $\sin\theta$ (`hd`). The closing `rw` follows this chain in order.

*Numerical instance.* At $\theta=\pi/2$, $\varphi=0$ one has $M=S_x$ and
$$M^2=\tfrac12\begin{pmatrix}1&0&1\\0&2&0\\1&0&1\end{pmatrix}.$$
Then $P_1=uu^\dagger$ with the unit vector $u=(\frac12,\frac1{\sqrt2},\frac12)$, which obeys $S_xu=u$, and $P_0=u_0u_0^\dagger$ with $u_0=(1,0,-1)/\sqrt2$, which obeys $S_xu_0=0$. Here $X=S_y$ and $[S_y,S_z]=iS_x$, so $F=-u^\dagger S_xu=-1$ for $m=1$ and $F=-u_0^\dagger S_xu_0=0$ for $m=0$.

```lean
/-- The curvature of `P_m(θ, φ)` equals `-m sin θ`. -/
theorem curvature_bandProj (l : Level) (θ φ : ℝ) :
    curvature (bandProj l) θ φ = ((-(l.m * Real.sin θ) : ℝ) : ℂ) := by
  obtain ⟨hn, h1, h2⟩ := dir_rotation θ φ
  obtain ⟨h3, hP⟩ := proj_spin hn
  have d1 : matDeriv (fun s => bandProj l s φ) θ
      = (-I) • opComm (spinDot (ePhi φ)) (proj (spinDot (dir θ φ)) l) := by
    ext i j
    exact (proj_rotation (v := fun s => dir s φ) h1 l i j).deriv
  have d2 : matDeriv (fun s => bandProj l θ s) φ
      = (-I) • opComm (spinDot eZ) (proj (spinDot (dir θ φ)) l) := by
    ext i j
    exact (proj_rotation (v := fun s => dir θ s) h2 l i j).deriv
  have c : ∀ A B : Mat, opComm ((-I) • A) ((-I) • B) = -opComm A B := fun A B => by
    simp only [opComm, smul_mul_assoc, mul_smul_comm, smul_smul, neg_mul_neg, Complex.I_mul_I]
    module
  have hd : dir θ φ ⬝ᵥ (ePhi φ ⨯₃ eZ) = Real.sin θ := by
    simp [dir, ePhi, eZ, cross_apply, dotProduct, Fin.sum_univ_three]
    linear_combination Real.sin θ * Real.sin_sq_add_cos_sq φ
  -- F = i tr(P [e_φ·S, S_z]) = i · i · m n·(e_φ × e_z)
  rw [curvature, d1, d2, c, bandProj, mul_neg, trace_neg,
    trace_double_comm ((proj_algebra h3).1 l), neg_neg, (spin_algebra _ _).1, mul_smul_comm,
    trace_smul, (hP l).2.2, hd]
  simp only [smul_eq_mul, Complex.ofReal_neg, Complex.ofReal_mul]
  linear_combination ((l.m : ℂ) * (Real.sin θ : ℝ)) * Complex.I_mul_I
```

## (j) The sphere integral

*Task.* Show $C=-2,0,2$ for $m=1,0,-1$.

*Solution.* $F$ does not depend on $\varphi$, so
$$C=\frac1{2\pi}\cdot2\pi\cdot(-m)\int_0^\pi\sin\theta\,d\theta=-2m.$$
In Lean, `h` evaluates the real double integral as $2\pi(-2m)$ and `key` divides by $2\pi$. The theorem evaluates this integral for three explicit families; that $C$ is an integer for general projector families that are smooth on the sphere itself (periodic in $\varphi$ and regular at the poles) and survives deformations keeping the bands apart on the sphere is topology the file leaves unproved.

```lean
/-- The sphere integral of the curvature over `2π` is `-2, 0, 2` for `m = 1, 0, -1`. -/
theorem chernNumber_bandProj : chernNumber (bandProj .plus) = -2 ∧
    chernNumber (bandProj .zero) = 0 ∧ chernNumber (bandProj .minus) = 2 := by
  have key : ∀ l : Level, chernNumber (bandProj l) = -2 * l.m := fun l => by
    have hπ : (π : ℂ) ≠ 0 := by exact_mod_cast Real.pi_ne_zero
    have h : (∫ θ in (0 : ℝ)..π, ∫ _φ in (0 : ℝ)..2 * π, -(l.m * Real.sin θ))
        = 2 * π * (-2 * l.m) := by
      simp only [intervalIntegral.integral_const, smul_eq_mul, sub_zero,
        intervalIntegral.integral_const_mul, intervalIntegral.integral_neg, integral_sin,
        Real.cos_zero, Real.cos_pi]
      ring
    simp only [chernNumber, curvature_bandProj, intervalIntegral.integral_ofReal]
    rw [h]
    push_cast
    field_simp
  simp [key, Level.m]

end

end SpinOneCurvature
```

```lean
#print axioms SpinOneCurvature.chernNumber_bandProj
-- 'SpinOneCurvature.chernNumber_bandProj' depends on axioms: [propext, Classical.choice, Quot.sound]
```
